# The canonical commutation relation forces linearly independent powers and infinite dimension

Position $x$ and momentum $p$ obey $xp-px=i\hbar\,1$, while a basis-set calculation represents both by finite matrices. This raises the question whether finite matrices can satisfy the relation exactly. For everywhere-defined linear operators over scalars of characteristic zero, parts (h) and (i) show that they cannot, provided the space is nonzero and the constant on the right-hand side is nonzero. A truncation of $x$ and $p$ to $N\times N$ matrices with $N\ge1$ therefore always violates the relation.

## Setting

$K$ is a field of scalars and $R$ an associative unital $K$-algebra of operators. `commBracket A B` is $[A,B]=AB-BA$, and `IsCanonicalPair c A B` states $[A,B]=c\,1$ for a scalar $c\in K$. The physical case is $K=\mathbb C$, $A=x$, $B=p$, $c=i\hbar$. The relation is assumed. The model has no norm, adjoint or operator domain, so unbounded $x,p$ enter only through their action on a common invariant subspace.

```lean
import Mathlib

open Polynomial

namespace CanonicalPairPowers

noncomputable section

variable {K R : Type*} [Field K] [Ring R] [Algebra K R]

/-- The commutator `[A, B] = AB - BA` of two operators. -/
def commBracket (A B : R) : R := A * B - B * A

/-- The canonical commutation relation `[A, B] = c · 1` with a scalar `c`. -/
def IsCanonicalPair (c : K) (A B : R) : Prop := commBracket A B = c • (1 : R)
```

## (a) The commutator as a linear map

Task: show that $P\mapsto[A,P]$ is $K$-linear.

Solution: $[A,P+Q]=[A,P]+[A,Q]$ and $[A,rP]=r[A,P]$ for $P,Q\in R$, $r\in K$, by expanding. `adAction K A` is this map, and `adAction_apply` gives its value.

```lean
variable (K) in
/-- The linear map `P ↦ [A, P]` on the operator algebra. -/
def adAction (A : R) : R →ₗ[K] R where
  toFun := fun P => commBracket A P
  map_add' := by
    intro P Q
    simp only [commBracket]
    noncomm_ring
  map_smul' := by
    intro r P
    simp [commBracket, smul_sub]

/-- The map `adAction K A` sends `P` to the commutator `[A, P]`. -/
theorem adAction_apply (A P : R) : adAction K A P = commBracket A P := rfl
```

## (b) Leibniz rule

Task: show $[A,PQ]=[A,P]Q+P[A,Q]$.

Solution: $(AP-PA)Q+P(AQ-QA)=APQ-PQA$, which `noncomm_ring` expands.

```lean
/-- Leibniz rule for the commutator: `[A, PQ] = [A, P] Q + P [A, Q]`. -/
theorem commBracket_mul (A P Q : R) :
    commBracket A (P * Q) = commBracket A P * Q + P * commBracket A Q := by
  simp only [commBracket]
  noncomm_ring
```

## (c) Commutator with a power

Task: from $[A,B]=c\,1$, in any characteristic, show $[A,B^{n+1}]=(n+1)c\,B^n$ for all $n\ge0$.

Solution: $n=0$ is the hypothesis. Writing $B^{n+2}=B^{n+1}B$ (`pow_succ`) and using (b),
$$[A,B^{n+2}]=(n+1)c\,B^nB+B^{n+1}c=(n+2)c\,B^{n+1}.$$

```lean
/-- If `[A, B] = c · 1`, then `[A, B^(n+1)] = (n+1) c B^n`. -/
theorem commBracket_pow {c : K} {A B : R} (h : IsCanonicalPair c A B) (n : ℕ) :
    commBracket A (B ^ (n + 1)) = (((n : K) + 1) * c) • B ^ n := by
  have h' : commBracket A B = c • (1 : R) := h
  induction n with
  | zero => simpa using h'
  | succ n ih =>
    rw [pow_succ B (n + 1), commBracket_mul, ih, h', smul_mul_assoc, mul_smul_comm, mul_one,
      ← pow_succ, ← add_smul]
    congr 1
    push_cast
    ring
```

## (d) Vanishing combinations

Parts (d) to (h) assume characteristic zero (`CharZero K`: no positive integer vanishes in $K$), $1\ne0$ in $R$ (`Nontrivial R`), $c\neq0$ and $[A,B]=c\,1$.

Task: if scalars $g_i$ satisfy $\sum_{i<n}g_iB^i=0$, show $g_i=0$ for all $i<n$.

Solution: induct on $n$ for all coefficient families at once; for $n=0$ there is no index. For $n+1$ terms, split off the constant:
$$\sum_{i<n}g_{i+1}B^{i+1}+g_0\,1=0 .$$
Apply $[A,\cdot]$. The constant drops (`h0`), and (c) gives the shorter relation `key`,
$$\sum_{i<n}g_{i+1}(i+1)c\,B^i=0 .$$
By induction $g_{i+1}(i+1)c=0$, and $(i+1)c\ne0$ gives $g_{i+1}=0$ (`hs`). What remains is $g_0\,1=0$. If $g_0\neq0$, multiplying by $g_0^{-1}$ gives $1=0$, so $g_0=0$ (`hg0`).

As an instance take $K=\mathbb Q$, $c=1$ and suppose $2\cdot1-3B+B^2=0$. One commutator gives $-3\cdot1+2B=0$, a second gives $2\cdot1=0$, which is false.

```lean
/-- In characteristic zero and a nontrivial algebra, if `[A, B] = c · 1` with `c ≠ 0`, a
vanishing combination of `1, B, …, B^(n-1)` has all coefficients zero. -/
theorem coeff_eq_zero [CharZero K] [Nontrivial R] {c : K} {A B : R} (hc : c ≠ 0)
    (h : IsCanonicalPair c A B) (n : ℕ) :
    ∀ g : ℕ → K, ∑ i ∈ Finset.range n, g i • B ^ i = 0 → ∀ i < n, g i = 0 := by
  induction n with
  | zero =>
    intro g _ i hi
    omega
  | succ n ih =>
    intro g hg
    rw [Finset.sum_range_succ'] at hg
    -- commute the relation with `A`: the constant term drops, every power is lowered by one
    have h1 : adAction K A
        (∑ i ∈ Finset.range n, g (i + 1) • B ^ (i + 1) + g 0 • B ^ 0) = 0 := by
      rw [hg, map_zero]
    have h0 : adAction K A (g 0 • B ^ 0) = 0 := by
      rw [map_smul, adAction_apply]
      simp [commBracket]
    rw [map_add, map_sum, h0, add_zero] at h1
    have key : ∑ i ∈ Finset.range n, (g (i + 1) * (((i : K) + 1) * c)) • B ^ i = 0 := by
      refine Eq.trans (Finset.sum_congr rfl fun i _ => ?_) h1
      rw [map_smul, adAction_apply, commBracket_pow h, smul_smul]
    -- characteristic zero: the factor `(i+1) c` can be cancelled
    have hs : ∀ i < n, g (i + 1) = 0 := by
      intro i hi
      have h2 : g (i + 1) * (((i : K) + 1) * c) = 0 :=
        ih (fun i => g (i + 1) * (((i : K) + 1) * c)) key i hi
      have hi1 : (i : K) + 1 ≠ 0 := Nat.cast_add_one_ne_zero i
      exact (mul_eq_zero.mp h2).resolve_right (mul_ne_zero hi1 hc)
    have hsum : ∑ i ∈ Finset.range n, g (i + 1) • B ^ (i + 1) = 0 :=
      Finset.sum_eq_zero fun i hi => by rw [hs i (Finset.mem_range.mp hi), zero_smul]
    rw [hsum, zero_add, pow_zero] at hg
    -- the remaining term `g 0 · 1` vanishes only for `g 0 = 0`, since `1 ≠ 0`
    have hg0 : g 0 = 0 := by
      by_contra hne
      have h10 : (1 : R) = 0 := by
        calc (1 : R) = (g 0)⁻¹ • (g 0 • (1 : R)) := by
              rw [smul_smul, inv_mul_cancel₀ hne, one_smul]
          _ = 0 := by rw [hg, smul_zero]
      exact one_ne_zero h10
    intro i hi
    cases i with
    | zero => exact hg0
    | succ j => exact hs j (by omega)
```

## (e) Powers of $B$

Task: show that $1,B,B^2,\dots$ are linearly independent.

Solution: a relation runs over a finite index set $s$. Choose $n$ with $s\subseteq\{0,\dots,n-1\}$, set the missing coefficients to zero (`hext`) and apply (d).

```lean
/-- In characteristic zero and a nontrivial algebra, if `[A, B] = c · 1` with `c ≠ 0`, the
powers `1, B, B², …` are linearly independent. -/
theorem linearIndependent_pow_right [CharZero K] [Nontrivial R] {c : K} {A B : R}
    (hc : c ≠ 0) (h : IsCanonicalPair c A B) :
    LinearIndependent K (fun n : ℕ => B ^ n) := by
  rw [linearIndependent_iff']
  intro s g hg i hi
  obtain ⟨n, hn⟩ := Finset.exists_nat_subset_range s
  -- extend the coefficients by zero to an initial segment of the naturals
  have hext : ∑ j ∈ Finset.range n, (if j ∈ s then g j else 0) • B ^ j = 0 := by
    have e := Finset.sum_subset (f := fun j => (if j ∈ s then g j else 0) • B ^ j) hn
      (fun j _ hj => by simp [hj])
    refine e.symm.trans (Eq.trans (Finset.sum_congr rfl fun j hj => ?_) hg)
    simp [hj]
  have hz := coeff_eq_zero hc h n (fun j => if j ∈ s then g j else 0) hext i
    (Finset.mem_range.mp (hn hi))
  simpa [hi] using hz
```

## (f) Powers of $A$

Task: show the same for $1,A,A^2,\dots$

Solution: $[B,A]=-[A,B]=(-c)\,1$ (`hswap`) and $-c\ne0$, so (e) applies with the roles exchanged.

```lean
/-- In characteristic zero and a nontrivial algebra, if `[A, B] = c · 1` with `c ≠ 0`, the
powers `1, A, A², …` are linearly independent as well. -/
theorem linearIndependent_pow_left [CharZero K] [Nontrivial R] {c : K} {A B : R}
    (hc : c ≠ 0) (h : IsCanonicalPair c A B) :
    LinearIndependent K (fun n : ℕ => A ^ n) := by
  have h' : commBracket A B = c • (1 : R) := h
  -- exchanging the two operators flips the sign of `c`
  have hswap : IsCanonicalPair (-c) B A := by
    have e : commBracket B A = -commBracket A B := by simp [commBracket]
    show commBracket B A = (-c) • (1 : R)
    rw [e, h', neg_smul]
  exact linearIndependent_pow_right (neg_ne_zero.mpr hc) hswap
```

## (g) No polynomial relation

Task: for a polynomial $q$ over $K$ (`p` in the code), show $q(B)=0$ exactly when $q=0$. `aeval B p` is the substitution of $B$.

Solution: let $q_i$ be the coefficients and $d$ the degree `p.natDegree`, which is $0$ for the zero polynomial. Then $q(B)=\sum_{i<d+1}q_iB^i$, and (d) removes $q_0,\dots,q_d$; higher coefficients vanish by definition of $d$. The converse is $0(B)=0$.

```lean
/-- In characteristic zero and a nontrivial algebra, if `[A, B] = c · 1` with `c ≠ 0`, then
`p(B) = 0` holds only for the zero polynomial `p`. -/
theorem aeval_eq_zero_iff [CharZero K] [Nontrivial R] {c : K} {A B : R}
    (hc : c ≠ 0) (h : IsCanonicalPair c A B) (p : K[X]) :
    aeval B p = 0 ↔ p = 0 := by
  constructor
  · intro hp
    have e : aeval B p = ∑ i ∈ Finset.range (p.natDegree + 1), p.coeff i • B ^ i :=
      Polynomial.aeval_eq_sum_range B
    rw [e] at hp
    have hz := coeff_eq_zero hc h (p.natDegree + 1) (fun i => p.coeff i) hp
    ext i
    rw [Polynomial.coeff_zero]
    by_cases hi : i < p.natDegree + 1
    · exact hz i hi
    · exact Polynomial.coeff_eq_zero_of_natDegree_lt (by omega)
  · rintro rfl
    exact map_zero _
```

## (h) The algebra

Task: show that $R$ is not finite-dimensional, `¬ Module.Finite K R`.

Solution: a finite-dimensional space holds no infinite independent family, and (e) supplies one.

```lean
/-- A nontrivial algebra over a field of characteristic zero that contains a pair with
`[A, B] = c · 1`, `c ≠ 0`, is not finite-dimensional. -/
theorem algebra_not_finite [CharZero K] [Nontrivial R] {c : K} {A B : R}
    (hc : c ≠ 0) (h : IsCanonicalPair c A B) : ¬ Module.Finite K R := by
  intro hfin
  have hli := linearIndependent_pow_right hc h
  exact Module.Finite.not_linearIndependent_of_infinite _ hli
```

## (i) The state space

Task: let $V\neq0$ be a vector space over $K$ of characteristic zero, and let $A,B$ be linear maps on all of $V$ (`Module.End K V`) with $[A,B]=c\,1$, $c\neq0$. Show that $V$ is not finite-dimensional.

Solution: a vector $v\ne0$ has $1v\neq0v$, so $1\ne0$ among the operators. If $V$ were finite-dimensional, its operators would form a finite-dimensional algebra, contradicting (h).

```lean
/-- A nonzero state space over a field of characteristic zero that carries linear operators
with `[A, B] = c · 1`, `c ≠ 0`, is not finite-dimensional. -/
theorem stateSpace_not_finite [CharZero K] {V : Type*} [AddCommGroup V] [Module K V]
    [Nontrivial V] {c : K} {A B : Module.End K V}
    (hc : c ≠ 0) (h : IsCanonicalPair c A B) : ¬ Module.Finite K V := by
  intro hfin
  have : Nontrivial (Module.End K V) := by
    refine ⟨⟨1, 0, fun e => ?_⟩⟩
    obtain ⟨v, hv⟩ := exists_ne (0 : V)
    exact hv (by simpa using LinearMap.congr_fun e v)
  -- operators on a finite-dimensional space form a finite-dimensional algebra
  exact algebra_not_finite hc h (inferInstanceAs (Module.Finite K (V →ₗ[K] V)))
```

## (j) A pair that exists

Task: on polynomials $K[X]$, for any field and any $c$, show that $A=c\,d/dX$ and multiplication by $X$ satisfy $[A,X]=c\,1$.

Solution: for a polynomial $q$, the product rule (`derivative_mul`) gives $c(Xq)'-X\,cq'=cq+cXq'-cXq'=cq$. With $c=-i\hbar$ this is $[p,x]=-i\hbar\,1$ on polynomial functions. Apart from zero, these are not square-integrable over the whole real line, so they are not normalisable states there.

```lean
/-- The operator `c · d/dX` on polynomials. -/
def scaledDerivative (c : K) : Module.End K K[X] := c • (derivative : K[X] →ₗ[K] K[X])

variable (K) in
/-- The operator of multiplication by `X` on polynomials. -/
def positionOp : Module.End K K[X] := LinearMap.mulLeft K (X : K[X])

/-- On polynomials, `c · d/dX` and multiplication by `X` satisfy `[c · d/dX, X] = c · 1`. -/
theorem isCanonicalPair_witness (c : K) :
    IsCanonicalPair c (scaledDerivative c) (positionOp K) := by
  unfold IsCanonicalPair commBracket
  apply LinearMap.ext
  intro p
  show c • derivative (X * p) - X * (c • derivative p) = c • p
  rw [derivative_mul, derivative_X, one_mul, mul_smul_comm, smul_add]
  abel
```

## (k) Characteristic two

Task: for $K$ of characteristic two, show that $A=\begin{pmatrix}0&1\\0&0\end{pmatrix}$ and $B=\begin{pmatrix}0&0\\1&0\end{pmatrix}$ satisfy $[A,B]=1$ and $B^2=0$.

Solution: $AB=\mathrm{diag}(1,0)$ and $BA=\mathrm{diag}(0,1)$, so $[A,B]=\mathrm{diag}(1,-1)$, the identity because $-1=1$ (`hneg`). Multiplying out entrywise gives $B^2=0$. Step (d) fails here since commuting $B^2=0$ with $A$ yields $2B=0$, true for every $B$.

```lean
/-- In characteristic two, the displayed `2 × 2` matrices satisfy `[A, B] = 1` while
`B² = 0`. -/
theorem charTwo_counterexample [CharP K 2] :
    IsCanonicalPair (1 : K) (!![0, 1; 0, 0] : Matrix (Fin 2) (Fin 2) K) !![0, 0; 1, 0] ∧
      (!![0, 0; 1, 0] : Matrix (Fin 2) (Fin 2) K) ^ 2 = 0 := by
  have hneg : (-1 : K) = 1 := CharTwo.neg_eq 1
  constructor
  · -- the commutator is `diag (1, -1)`, and `-1 = 1`
    unfold IsCanonicalPair commBracket
    rw [one_smul]
    ext i j
    fin_cases i <;> fin_cases j <;> simp [hneg]
  · rw [pow_two]
    ext i j
    fin_cases i <;> fin_cases j <;> simp [Matrix.mul_apply, Fin.sum_univ_succ]

end

end CanonicalPairPowers
```

```lean
#print axioms CanonicalPairPowers.linearIndependent_pow_left
#print axioms CanonicalPairPowers.aeval_eq_zero_iff
#print axioms CanonicalPairPowers.stateSpace_not_finite
#print axioms CanonicalPairPowers.charTwo_counterexample
```

```
'CanonicalPairPowers.linearIndependent_pow_left' depends on axioms: [propext, Classical.choice, Quot.sound]
'CanonicalPairPowers.aeval_eq_zero_iff' depends on axioms: [propext, Classical.choice, Quot.sound]
'CanonicalPairPowers.stateSpace_not_finite' depends on axioms: [propext, Classical.choice, Quot.sound]
'CanonicalPairPowers.charTwo_counterexample' depends on axioms: [propext, Classical.choice, Quot.sound]
```

## Two remarks

Neither remark below has been checked in Lean.

One could model the operators as complex $N\times N$ matrices, $N\ge1$, and take traces: $\operatorname{tr}[A,B]=0$ while $\operatorname{tr}(c\,1)=Nc\ne0$ for $c\neq0$. That route is shorter and excludes finite matrices, but it says nothing about powers or polynomials in an infinite-dimensional algebra.

Infinite dimension alone leaves bounded operators open; excluding them is the Wintner–Wielandt theorem, which needs a norm. In a nontrivial complex normed algebra, (c) would give $(n+1)|c|\,\|B^n\|\le2\|A\|\|B\|\|B^n\|$, and $B^n\ne0$ by (e), so $(n+1)|c|\le2\|A\|\|B\|$ for every $n$, which is impossible for $c\neq0$.
